# The damped Lorentz oscillator has its poles in the lower half-plane and a positive, decreasing polarisability on the positive imaginary axis

Let $f$, $w_0$ and $g$ be positive real numbers, and let

$$\alpha(z)=\frac{f}{w_0^2-z^2-i g z}$$

be the polarisability of a damped oscillator at complex frequency $z$. Then:

- the poles of $\alpha$ are two points $p$ and $q$, possibly equal, both in the open lower half-plane;
- $\alpha(-w)=\overline{\alpha(w)}$ for every real $w$;
- $\operatorname{Im}\alpha(w)>0$ for every real $w>0$;
- $\alpha(iu)$ is real, positive and strictly decreasing in $u$ for $u\ge 0$.

The formula describes a charge $Q$ of mass $m$ bound by a harmonic force. Its displacement $X$ in a field $E$ obeys $\ddot X+g\dot X+w_0^2X=(Q/m)E$. With time dependence $\exp(-iwt)$ the ratio of the dipole $QX$ to the field is $\alpha(w)$, with $f=Q^2/m$. The constant $w_0$ is the resonance frequency, and $g$ is a friction rate that stands for all loss of energy from the oscillator. The opposite sign convention for time would move the poles to the upper half-plane.

In the theory of dispersion forces, the Casimir–Polder integral for the $C_6$ coefficient contains the product of two polarisabilities at imaginary frequency; if each atom is modelled by one such oscillator, that integrand is positive and decreasing.

## Poles, symmetry and signs by hand

Write $D(z)=w_0^2-z^2-igz$ for the denominator and $z=x+iy$ with $x,y$ real. Since $z^2=x^2-y^2+2ixy$ and $igz=igx-gy$,

$$\operatorname{Re}D=w_0^2-x^2+y^2+gy,\qquad \operatorname{Im}D=-x(2y+g).$$

**Zeros of the denominator.** Suppose $D(z)=0$ with $y\ge 0$. Then $2y+g>0$, so the imaginary part forces $x=0$. The real part becomes $w_0^2+y^2+gy$, which is positive, a contradiction. Every zero therefore has $y<0$.

**Zeros are poles.** Where $D(p)\neq0$, $\alpha$ is continuous and so stays bounded near $p$. If $D(p)=0$, subtracting $D(p)$ from $D(z)$ gives

$$D(z)=-(z-p)(z+p+ig).$$

Close to $p$, but not at $p$, this is non-zero, and it tends to zero as $z\to p$. Hence $|\alpha(z)|=f/|D(z)|\to\infty$.

**Positions.** Choose a complex number $s$ with $s^2=w_0^2-g^2/4$. Completing the square gives

$$D(z)=s^2-\left(z+\tfrac{ig}{2}\right)^2=-\left(z-s+\tfrac{ig}{2}\right)\left(z+s+\tfrac{ig}{2}\right),$$

so the poles are $\pm s-ig/2$. For $g<2w_0$ they lie at the shifted frequencies $\pm\sqrt{w_0^2-g^2/4}$, a distance $g/2$ below the real axis. At critical damping, $g=2w_0$, they merge at $-ig/2$. For $g>2w_0$, $s$ is imaginary and both lie on the negative imaginary axis.

**Reflection.** Replacing $z$ by $-\bar z$ turns $z^2$ into $\overline{z^2}$ and $-igz$ into $ig\bar z=\overline{-igz}$. Thus $D(-\bar z)=\overline{D(z)}$, and since $f$ is real, $\alpha(-\bar z)=\overline{\alpha(z)}$. For real $z=w$ this is the stated symmetry, which makes the response to a real field real.

**Absorption.** Because $f$ is real,

$$\operatorname{Im}\alpha(z)=-\frac{f\operatorname{Im}D(z)}{|D(z)|^2}=\frac{f\,x(2y+g)}{|D(z)|^2}.$$

This is positive for $x>0$ and $y\ge0$. At a real frequency $w>0$ it equals $fgw/[(w_0^2-w^2)^2+g^2w^2]$, and the oscillator takes energy from the field.

**Imaginary frequency.** At $z=iu$ we have $-z^2=u^2$ and $-igz=gu$, so

$$\alpha(iu)=\frac{f}{w_0^2+gu+u^2}.$$

For $u\ge0$ this is real and positive. If $0\le u<v$, the denominator at $v$ exceeds the one at $u$ by $(v-u)(g+u+v)>0$, so $\alpha(iv)<\alpha(iu)$.

## The response function and its poles in Lean

```lean
import Mathlib

open Filter Topology Complex ComplexConjugate

namespace LorentzPolarisability

noncomputable section
```

The denominator $D$ is `den w0 g`, a function on all of $\mathbb C$ with real parameters.

```lean
/-- The denominator `w0² - z² - i g z` of the response of an oscillator with resonance
frequency `w0` and damping `g` at complex frequency `z`. -/
def den (w0 g : ℝ) (z : ℂ) : ℂ := (w0 : ℂ) ^ 2 - z ^ 2 - I * g * z
```

The polarisability is the quotient, a single complex number at each frequency. It is thus the response of one isotropic oscillator, with a damping that does not depend on frequency. The equation of motion is not part of the file; the formula is the starting point.

```lean
/-- The Lorentz polarisability with strength `f`, resonance frequency `w0` and damping `g`. -/
def alpha (f w0 g : ℝ) (z : ℂ) : ℂ := (f : ℂ) / den w0 g z
```

A pole is defined by the growth of the modulus. The filter `𝓝[≠] p` describes approach to `p` through points other than `p`, so the value that Lean gives to a division by zero at `p` has no influence.

```lean
/-- A response function has a pole at `p` if its modulus grows without bound as the
frequency approaches `p`. -/
def IsPole (F : ℂ → ℂ) (p : ℂ) : Prop :=
  Tendsto (fun z => ‖F z‖) (𝓝[≠] p) atTop
```

A different model would call $p$ a pole when $\alpha$ is meromorphic there with negative order. That would also record multiplicity: two simple poles when $g\ne2w_0$, one double pole when $g=2w_0$. The definition by growth needs less theory and gives the same set of points for this rational function, but it does not see the order.

## Zeros of the denominator

Two lemmas give the real and imaginary parts of $D$ for arbitrary real parameters.

```lean
lemma den_re (w0 g : ℝ) (z : ℂ) :
    (den w0 g z).re = w0 ^ 2 - z.re ^ 2 + z.im ^ 2 + g * z.im := by
  simp [den, pow_two]
  ring

lemma den_im (w0 g : ℝ) (z : ℂ) :
    (den w0 g z).im = -(z.re * (2 * z.im + g)) := by
  simp [den, pow_two]
  ring
```

The next theorem is the argument by contradiction. The product in the imaginary part vanishes, so one factor does; the factor $2y+g$ is excluded by its sign, which leaves `hx`, the statement $x=0$. The closing `nlinarith` finds that the real part cannot then be zero.

```lean
/-- With positive resonance frequency and damping, every zero of the denominator lies in the
open lower half-plane. -/
theorem im_neg_of_den_eq_zero {w0 g : ℝ} (hw : 0 < w0) (hg : 0 < g) {z : ℂ}
    (hz : den w0 g z = 0) : z.im < 0 := by
  by_contra hn
  have hy : 0 ≤ z.im := not_lt.mp hn
  have h1 := den_re w0 g z
  have h2 := den_im w0 g z
  rw [hz, Complex.zero_re] at h1
  rw [hz, Complex.zero_im] at h2
  -- the imaginary part forces the zero onto the imaginary axis
  have hx : z.re = 0 := by
    have h3 : z.re * (2 * z.im + g) = 0 := by linarith
    rcases mul_eq_zero.mp h3 with h | h
    · exact h
    · linarith
  -- there the real part is strictly positive
  rw [hx] at h1
  have h4 : 0 < w0 ^ 2 := by positivity
  have h5 : 0 ≤ g * z.im := mul_nonneg hg.le hy
  nlinarith [sq_nonneg z.im]
```

## From zeros to poles

The equivalence between poles and zeros is proved for $f>0$; the other two parameters may be any real numbers. In the first direction, continuity gives `‖alpha f w0 g z‖` a finite limit at a point where the denominator is non-zero, and a function cannot have a finite limit and grow without bound under the same approach.

In the second direction, `hfac` is the factorisation about the zero $p$. The statement `hq` says that nearby points avoid the other root, $-p-ig$. It treats two cases: if the roots coincide, staying away from $p$ is enough; if they differ, a small neighbourhood of $p$ excludes the other one. Then `h0` says that $|D|$ tends to zero through positive values, so that its inverse, multiplied by $f$, tends to infinity.

```lean
/-- For `f > 0` the poles of the polarisability are exactly the zeros of its denominator. -/
theorem isPole_iff_den {f : ℝ} (hf : 0 < f) (w0 g : ℝ) (p : ℂ) :
    IsPole (alpha f w0 g) p ↔ den w0 g p = 0 := by
  have hcont : Continuous (den w0 g) := by
    unfold den
    fun_prop
  constructor
  · -- away from the zeros the response is continuous, hence locally bounded
    intro h
    by_contra hne
    have hc : ContinuousAt (fun z => ‖alpha f w0 g z‖) p :=
      (continuousAt_const.div hcont.continuousAt hne).norm
    exact not_tendsto_nhds_of_tendsto_atTop h _ (hc.tendsto.mono_left nhdsWithin_le_nhds)
  · intro hp
    -- near a zero `p` the denominator vanishes only at `p` itself
    have hfac : ∀ z, den w0 g z = -((z - p) * (z - (-p - I * g))) := by
      intro z
      unfold den at hp ⊢
      linear_combination hp
    have hq : ∀ᶠ z in 𝓝[≠] p, z ≠ -p - I * g := by
      by_cases h : p = -p - I * g
      · filter_upwards [self_mem_nhdsWithin] with z hz hzq
        exact hz (hzq.trans h.symm)
      · exact (eventually_ne_nhds h).filter_mono nhdsWithin_le_nhds
    have h0 : Tendsto (fun z => ‖den w0 g z‖) (𝓝[≠] p) (𝓝[>] 0) := by
      refine tendsto_nhdsWithin_iff.2 ⟨?_, ?_⟩
      · have h1 : Tendsto (fun z => ‖den w0 g z‖) (𝓝 p) (𝓝 ‖den w0 g p‖) :=
          hcont.norm.tendsto p
        rw [hp, norm_zero] at h1
        exact h1.mono_left nhdsWithin_le_nhds
      · filter_upwards [self_mem_nhdsWithin, hq] with z hz hzq
        refine norm_pos_iff.2 ?_
        rw [hfac z]
        exact neg_ne_zero.2 (mul_ne_zero (sub_ne_zero.2 hz) (sub_ne_zero.2 hzq))
    refine Tendsto.congr (fun z => ?_)
      ((tendsto_inv_nhdsGT_zero.comp h0).const_mul_atTop hf)
    change f * ‖den w0 g z‖⁻¹ = ‖(f : ℂ) / den w0 g z‖
    rw [norm_div, Complex.norm_real, Real.norm_of_nonneg hf.le, div_eq_mul_inv]
```

The positions follow from the factorisation with $s$. Here `s` is any complex square root of $w_0^2-g^2/4$, which covers weak, critical and strong damping together.

```lean
/-- If `f > 0` and `s² = w0² - g²/4`, the poles of the polarisability are `s - i g/2` and `-s - i
g/2`. -/
theorem isPole_iff {f w0 g : ℝ} (hf : 0 < f) {s : ℂ}
    (hs : s ^ 2 = (w0 : ℂ) ^ 2 - (g : ℂ) ^ 2 / 4) (z : ℂ) :
    IsPole (alpha f w0 g) z ↔ z = s - I * g / 2 ∨ z = -s - I * g / 2 := by
  have hfac : den w0 g z = -((z - (s - I * g / 2)) * (z - (-s - I * g / 2))) := by
    unfold den
    linear_combination -hs + (g : ℂ) ^ 2 / 4 * Complex.I_sq
  rw [isPole_iff_den hf, hfac, neg_eq_zero, mul_eq_zero, sub_eq_zero, sub_eq_zero]
```

For $0<g\le 2w_0$ the quantity under the root is non-negative, and the real square root can serve as $s$. Despite the name of the theorem, critical damping is included.

```lean
/-- For `f > 0` and damping `0 < g ≤ 2 w0` the poles have real parts `±√(w0² - g²/4)` and imaginary
part `-g/2`. -/
theorem isPole_iff_underdamped {f w0 g : ℝ} (hf : 0 < f) (hg : 0 < g) (h : g ≤ 2 * w0)
    (z : ℂ) : IsPole (alpha f w0 g) z ↔
      z = (√(w0 ^ 2 - g ^ 2 / 4) : ℝ) - I * g / 2 ∨
      z = -((√(w0 ^ 2 - g ^ 2 / 4) : ℝ) : ℂ) - I * g / 2 := by
  have h0 : 0 ≤ w0 ^ 2 - g ^ 2 / 4 := by nlinarith
  exact isPole_iff hf (by exact_mod_cast Real.sq_sqrt h0) z
```

## Reflection symmetry and absorption

The symmetry is proved at every complex frequency and for all real parameters. Where the denominator vanishes, the polarisability has no physical value; the equality holds there because Lean sets a division by zero to zero on both sides. Conjugation is carried through the denominator first and then through the quotient.

```lean
/-- Reflecting the complex frequency in the imaginary axis conjugates the polarisability. -/
theorem alpha_neg_conj (f w0 g : ℝ) (z : ℂ) :
    alpha f w0 g (-conj z) = conj (alpha f w0 g z) := by
  have h : den w0 g (-conj z) = conj (den w0 g z) := by
    simp only [den, map_sub, map_mul, map_pow, Complex.conj_I, Complex.conj_ofReal]
    ring
  simp only [alpha, h, map_div₀, Complex.conj_ofReal]
```

The sign of $\operatorname{Im}\alpha$ is proved on the quadrant $x>0$, $y\ge0$, which contains the positive real axis. The theorem on zeros supplies $D(z)\neq0$, hence $|D(z)|^2>0$, written `Complex.normSq`. With `hd`, the negative sign of $\operatorname{Im}D$, the formula for the imaginary part of a quotient gives the result.

```lean
/-- For positive `f`, `w0` and `g`, the imaginary part of the polarisability is positive at every
complex frequency with positive real part and non-negative imaginary part. -/
theorem alpha_im_pos {f w0 g : ℝ} (hf : 0 < f) (hw : 0 < w0) (hg : 0 < g) {z : ℂ}
    (hx : 0 < z.re) (hy : 0 ≤ z.im) : 0 < (alpha f w0 g z).im := by
  have hne : den w0 g z ≠ 0 := fun h => not_lt_of_ge hy (im_neg_of_den_eq_zero hw hg h)
  have hN : 0 < Complex.normSq (den w0 g z) := Complex.normSq_pos.2 hne
  have hd : (den w0 g z).im < 0 := by
    rw [den_im]
    have : 0 < z.re * (2 * z.im + g) := by positivity
    linarith
  have h := div_neg_of_neg_of_pos (mul_neg_of_pos_of_neg hf hd) hN
  unfold alpha
  rw [Complex.div_im, Complex.ofReal_im, Complex.ofReal_re, zero_mul, zero_div]
  linarith
```

Positive damping is needed here. Take $f=w_0=1$ and $g=0$, so that $\alpha(z)=1/(1-z^2)$. The poles are at $\pm1$, on the real axis and not below it, and $\alpha(2)=-1/3$ has imaginary part zero. The first and third claims both fail, while $\alpha(iu)=1/(1+u^2)$ is still positive and decreasing.

## Imaginary frequencies and the combined theorem

The formula at $z=iu$ is an equality of complex numbers whose right-hand side is a real number regarded as complex. This form delivers the vanishing imaginary part and the value of the real part at once. It has physical meaning where the denominator is non-zero, as it is for positive $w_0$ and $g$ and $u\ge0$.

```lean
/-- At imaginary frequency `i u` the polarisability is the real number
`f / (w0² + g u + u²)`. -/
theorem alpha_imaginary (f w0 g u : ℝ) :
    alpha f w0 g (I * u) = ((f / (w0 ^ 2 + g * u + u ^ 2) : ℝ) : ℂ) := by
  have h : den w0 g (I * u) = ((w0 ^ 2 + g * u + u ^ 2 : ℝ) : ℂ) := by
    unfold den
    push_cast
    linear_combination (-(u : ℂ) ^ 2 - g * u) * Complex.I_sq
  rw [alpha, h, Complex.ofReal_div]
```

The main theorem assumes $f$, $w_0$ and $g$ positive and joins five statements. The first provides complex numbers `p` and `q` such that a point is a pole exactly when it equals one of them, with both imaginary parts negative. It does not say that they differ. The second and third are the symmetry at real frequency and the positive imaginary part for $w>0$. The fourth says that, for $u\ge0$, $\alpha(iu)$ has zero imaginary part and positive real part. The last says that this real part is strictly decreasing on `Set.Ici 0`, the half-line $u\ge0$ with its end point, so the static value $\alpha(0)=f/w_0^2$ is the largest of the values $\alpha(iu)$ with $u\ge0$.

For the poles, the proof takes a complex square root $s$, which exists because $\mathbb C$ is algebraically closed, and uses the factorisation. Their location below the real axis comes from the theorem on zeros, without a separate treatment of the damping regimes. The symmetry and the absorption are the earlier theorems restricted to the real axis. For the monotonicity, the two products handed to `nlinarith` are $g(v-u)>0$ and $(v-u)(u+v)\ge0$, whose sum is the difference of denominators found by hand.

```lean
/-- For positive `f`, `w0` and `g`, the Lorentz polarisability has its poles, `p` and `q`, in the
open lower half-plane, obeys `α(-w) = conj α(w)` at real frequency, and has positive imaginary part
for `w > 0`. At `i u` with `u ≥ 0` it is real, positive and strictly decreasing in `u`. -/
theorem lorentz_polarisability {f w0 g : ℝ} (hf : 0 < f) (hw : 0 < w0) (hg : 0 < g) :
    (∃ p q : ℂ, (∀ z, IsPole (alpha f w0 g) z ↔ z = p ∨ z = q) ∧ p.im < 0 ∧ q.im < 0) ∧
    (∀ w : ℝ, alpha f w0 g (-(w : ℂ)) = conj (alpha f w0 g w)) ∧
    (∀ w : ℝ, 0 < w → 0 < (alpha f w0 g w).im) ∧
    (∀ u : ℝ, 0 ≤ u → (alpha f w0 g (I * u)).im = 0 ∧ 0 < (alpha f w0 g (I * u)).re) ∧
    StrictAntiOn (fun u : ℝ => (alpha f w0 g (I * u)).re) (Set.Ici 0) := by
  refine ⟨?_, ?_, ?_, ?_, ?_⟩
  · obtain ⟨s, hs⟩ := IsAlgClosed.exists_pow_nat_eq
      ((w0 : ℂ) ^ 2 - (g : ℂ) ^ 2 / 4) (n := 2) (by norm_num)
    have hp := isPole_iff hf hs
    exact ⟨_, _, hp,
      im_neg_of_den_eq_zero hw hg ((isPole_iff_den hf w0 g _).1 ((hp _).2 (Or.inl rfl))),
      im_neg_of_den_eq_zero hw hg ((isPole_iff_den hf w0 g _).1 ((hp _).2 (Or.inr rfl)))⟩
  · intro w
    have h := alpha_neg_conj f w0 g (w : ℂ)
    rwa [Complex.conj_ofReal] at h
  · intro w hpos
    exact alpha_im_pos hf hw hg (by simpa using hpos) (by simp)
  · intro u hu
    rw [alpha_imaginary, Complex.ofReal_im, Complex.ofReal_re]
    exact ⟨rfl, by positivity⟩
  · -- the real denominator grows with `u`
    intro u hu v hv huv
    have hu0 : 0 ≤ u := hu
    have hv0 : 0 ≤ v := hv
    change (alpha f w0 g (I * v)).re < (alpha f w0 g (I * u)).re
    rw [alpha_imaginary, alpha_imaginary, Complex.ofReal_re, Complex.ofReal_re]
    refine div_lt_div_of_pos_left hf (by positivity) ?_
    nlinarith [mul_pos hg (sub_pos.2 huv),
      mul_nonneg (sub_pos.2 huv).le (add_nonneg hu0 hv0)]

end

end LorentzPolarisability
```

```lean
#print axioms LorentzPolarisability.isPole_iff_underdamped
#print axioms LorentzPolarisability.lorentz_polarisability
```

```
'LorentzPolarisability.isPole_iff_underdamped' depends on axioms: [propext, Classical.choice, Quot.sound]
'LorentzPolarisability.lorentz_polarisability' depends on axioms: [propext, Classical.choice, Quot.sound]
```

The theorem concerns a single oscillator. The response of a real atom or molecule has many resonances, and its polarisability is in general a tensor. The position of the poles is what one expects of a causal response under the time convention used here, but neither causality in the time domain nor the Kramers–Kronig relations are derived.
